# The Slater-Condon Coulomb tensor of a d shell on xy, yz, zx has Kanamori form with U′ = U − 2J

Take the Coulomb tensor of a d shell, built from three real parameters F0, F2, F4, which stand for the Slater integrals with no denominators absorbed, and the tabulated signed Condon-Shortley coefficients, and transform it to the t2g orbitals xy, yz, zx. For all real F0, F2, F4 and all orbitals a, b, c, d among these three, the transformed tensor W(a,b,c,d) = ⟨a b|V|c d⟩, in which electron 1 goes from c to a and electron 2 from d to b, is

    W(a,b,c,d) = (U − 2J) δac δbd + J δad δbc + J δab δcd,

    U = F0 + 4(F2 + F4)/49,    J = 3F2/49 + 20F4/441,

where δ is the Kronecker delta. The intra-orbital repulsion is U, exchange and pair hopping both equal J, and the inter-orbital repulsion U′ equals U − 2J for every pair of distinct orbitals. For a three-orbital Hubbard or impurity model this reduces the local interaction to two numbers, under the restriction that the orbitals are pure atomic d functions with one common radial part in a spherically symmetric interaction.

```lean
import Mathlib

open Complex ComplexConjugate

namespace T2gKanamori

noncomputable section
```

## The tensor in the basis of spherical harmonics

The five orbitals of the shell are R(ρ) Y_m, with a real, normalised radial function R of the distance ρ from the nucleus and the spherical harmonics Y_m of angular momentum 2, m = −2, …, 2. Lean labels them by `Fin 5`, and `mag` sends the labels 0, …, 4 to m = −2, …, 2. The prose below names them by m.

```lean
/-- Magnetic quantum number `m = -2, ..., 2` of the five d orbitals. -/
def mag : Fin 5 → ℤ := ![-2, -1, 0, 1, 2]
```

Expanding the repulsion between two electrons in multipoles of order k separates each matrix element into radial and angular factors. The radial factors are the Slater integrals, in atomic units

    Fk = ∫∫ R(ρ₁)² R(ρ₂)² (ρ<^k / ρ>^(k+1)) ρ₁² ρ₂² dρ₁ dρ₂,

with ρ< and ρ> the smaller and larger of ρ₁, ρ₂. In Lean they are free real numbers, with no sign or size assumed. The angular factors, with Y_(k,q) the spherical harmonic of order k, are

    ck(m,m′) = √(4π/(2k+1)) ∫ conj(Y_m) Y_(k,m−m′) Y_m′ dΩ,

and within a d shell only k = 0, 2, 4 contribute. The values enter as definitions, in the Condon-Shortley phase convention. For k = 0 the coefficient is δmm′.

```lean
/-- Condon-Shortley coefficient `c^0(m, m')` of the d shell. -/
def c0 (m m' : Fin 5) : ℝ := if m = m' then 1 else 0
```

For k = 2 and k = 4 the rows are labelled by m and the columns by m′, both running from −2 to 2, with common denominators 7 and 21. Two sign rules can be read off the tables:

    ck(m′,m) = (−1)^(m−m′) ck(m,m′),    ck(−m,−m′) = ck(m,m′).

```lean
/-- Signed Condon-Shortley coefficient `c^2(m, m')` of the d shell. -/
def c2 (m m' : Fin 5) : ℝ :=
  !![-2, √6, -2, 0, 0;
     -√6, 1, 1, -√6, 0;
     -2, -1, 2, -1, -2;
     0, -√6, 1, 1, -√6;
     0, 0, -2, √6, -2] m m' / 7

/-- Signed Condon-Shortley coefficient `c^4(m, m')` of the d shell. -/
def c4 (m m' : Fin 5) : ℝ :=
  !![1, -√5, √15, -√35, √70;
     √5, -4, √30, -√40, √35;
     √15, -√30, 6, -√30, √15;
     √35, -√40, √30, -4, √5;
     √70, -√35, √15, -√5, 1] m m' / 21
```

The matrix element is written in the order ⟨m1 m2|V|m3 m4⟩, in which electron 1 goes from m3 to m1 and electron 2 from m4 to m2:

    V(m1,m2,m3,m4) = Σ_k Fk ck(m1,m3) ck(m4,m2)   if m1 + m2 = m3 + m4,

and zero otherwise. The condition is conservation of the total angular momentum about the z axis. The reversed order of the arguments in the second factor comes from the complex conjugate harmonic in the multipole expansion.

```lean
/-- Coulomb tensor `⟨m1 m2|V|m3 m4⟩ = ∑_k F^k c^k(m1,m3) c^k(m4,m2)` of the d shell,
zero unless `m1 + m2 = m3 + m4`. -/
def V (F0 F2 F4 : ℝ) (m1 m2 m3 m4 : Fin 5) : ℝ :=
  if mag m1 + mag m2 = mag m3 + mag m4 then
    F0 * (c0 m1 m3 * c0 m4 m2) + F2 * (c2 m1 m3 * c2 m4 m2) + F4 * (c4 m1 m3 * c4 m4 m2)
  else 0
```

## The orbitals xy, yz, zx

In the same phase convention the real orbitals are

    xy = i(Y₋₂ − Y₂)/√2,    yz = i(Y₋₁ + Y₁)/√2,    zx = (Y₋₁ − Y₁)/√2.

Write r = 1/√2 and T(a,m) for the component of orbital a on Y_m. The matrix T is `orb`, and its rows 0, 1, 2 in `Fin 3` are xy, yz, zx.

```lean
/-- The normalisation factor `1/√2`. -/
def r : ℝ := 1 / √2

/-- Components on `Y_{2m}` of `xy = i(Y₋₂ - Y₂)/√2`, `yz = i(Y₋₁ + Y₁)/√2` and
`zx = (Y₋₁ - Y₁)/√2`, one row per orbital. -/
def orb : Matrix (Fin 3) (Fin 5) ℂ :=
  !![r * I, 0, 0, 0, -(r * I);
     0, r * I, 0, r * I, 0;
     0, r, 0, -r, 0]
```

The two bra orbitals contribute conjugated components and the two ket orbitals plain ones:

    W(a,b,c,d) = Σ conj T(a,m1) conj T(b,m2) T(c,m3) T(d,m4) V(m1,m2,m3,m4),

summed over all four m. `W` is complex-valued, so each theorem that equates it with a real expression also says that the element is real.

```lean
/-- Coulomb tensor `⟨a b|V|c d⟩` in the basis `xy, yz, zx`. -/
def W (F0 F2 F4 : ℝ) (a b c d : Fin 3) : ℂ :=
  ∑ m1, ∑ m2, ∑ m3, ∑ m4,
    conj (orb a m1) * conj (orb b m2) * orb c m3 * orb d m4 * (V F0 F2 F4 m1 m2 m3 m4 : ℂ)
```

U and J are defined as the two combinations of Slater integrals given at the start. At this stage they are only names, and the theorems below identify them with tensor elements.

```lean
/-- The parameter `U = F0 + 4 (F2 + F4)/49`. -/
def hubbardU (F0 F2 F4 : ℝ) : ℝ := F0 + 4 * (F2 + F4) / 49

/-- The parameter `J = 3 F2/49 + 20 F4/441`. -/
def hundJ (F2 F4 : ℝ) : ℝ := 3 * F2 / 49 + 20 * F4 / 441
```

No t2g orbital has an m = 0 component, so √15 and √30 play no part. In the non-vanishing elements the other roots occur only squared, and four components contribute r⁴ = 1/4 times a phase. The lemma `roots` collects these values as equations in ℂ. Its `linear_combination` step is the factorisation

    r⁴ − 1/4 = (r² + 1/2)(r² − 1/2).

```lean
variable (F0 F2 F4 : ℝ)

/-- Powers of `1/√2` and squares of the roots `√5, √6, √35, √40, √70`. -/
theorem roots : (r : ℂ) ^ 2 = 1 / 2 ∧ (r : ℂ) ^ 4 = 1 / 4 ∧ ((√5 : ℝ) : ℂ) ^ 2 = 5 ∧
    ((√6 : ℝ) : ℂ) ^ 2 = 6 ∧ ((√35 : ℝ) : ℂ) ^ 2 = 35 ∧ ((√40 : ℝ) : ℂ) ^ 2 = 40 ∧
    ((√70 : ℝ) : ℂ) ^ 2 = 70 := by
  have key : ∀ x : ℝ, 0 ≤ x → ((√x : ℝ) : ℂ) ^ 2 = (x : ℂ) := fun x hx => by
    rw [← Complex.ofReal_pow, Real.sq_sqrt hx]
  have h : r ^ 2 = 1 / 2 := by
    unfold r
    rw [div_pow, Real.sq_sqrt (by norm_num : (0 : ℝ) ≤ 2), one_pow]
  have h2 : (r : ℂ) ^ 2 = 1 / 2 := by
    rw [← Complex.ofReal_pow, h]
    norm_num
  exact ⟨h2, by linear_combination ((r : ℂ) ^ 2 + 1 / 2) * h2,
    (key 5 (by norm_num)).trans (by norm_num), (key 6 (by norm_num)).trans (by norm_num),
    (key 35 (by norm_num)).trans (by norm_num), (key 40 (by norm_num)).trans (by norm_num),
    (key 70 (by norm_num)).trans (by norm_num)⟩
```

Each orbital has two components of modulus r, so its norm squared is 2r² = 1. The orbital xy shares no m with the other two, and for yz and zx

    Σ_m conj T(yz,m) T(zx,m) = (−ir)(r) + (−ir)(−r) = 0.

The sum over m stands for the inner product, the Y_m being orthonormal. The proof runs through the nine pairs.

```lean
/-- The orbitals `xy, yz, zx` are orthonormal. -/
theorem orb_orthonormal (a b : Fin 3) :
    ∑ m, conj (orb a m) * orb b m = if a = b then 1 else 0 := by
  fin_cases a <;> fin_cases b
  all_goals (conv_lhs => simp [orb, Fin.sum_univ_five])
  all_goals (conv_rhs => simp)
  all_goals try ring_nf
  all_goals try simp only [roots, I_sq]
  all_goals ring
```

## Intra-orbital repulsion

Two components per orbital leave 2⁴ = 16 of the 625 terms. For xy all four m are ±2, and conservation keeps six terms: four direct ones with m3 = m1, m4 = m2, and two flips with m2 = m3 = −m1, m4 = m1. Every prefactor is a product of two squared moduli, hence 1/4. From c2(±2,±2) = −2/7, c4(±2,±2) = 1/21, c2(2,−2) = 0 and c4(2,−2) = √70/21,

    W(xy,xy,xy,xy) = ¼ [4(F0 + 4F2/49 + F4/441) + 2·70F4/441] = F0 + 4F2/49 + 36F4/441,

and 36/441 = 4/49 gives U. For yz and zx all m are ±1. The direct and flip elements are

    D = F0 + F2/49 + 16F4/441,    X = 6F2/49 + 40F4/441,

and ¼(4D + 2X) = D + X/2 = U again.

```lean
set_option maxHeartbeats 400000 in
/-- The intra-orbital repulsion `⟨aa|V|aa⟩` equals `U` for each of the three orbitals. -/
theorem intra (a : Fin 3) : W F0 F2 F4 a a a a = (hubbardU F0 F2 F4 : ℝ) := by
  simp only [hubbardU]
  push_cast
  fin_cases a
  -- two components per orbital leave 16 terms; conservation of `m` selects among them
  all_goals (conv_lhs => simp [W, orb, Fin.sum_univ_five])
  all_goals (conv_lhs => simp [V, mag, c0, c2, c4])
  all_goals try ring_nf
  all_goals try simp only [roots, I_pow_four]
  all_goals ring
```

The tactics follow these steps. After `fin_cases a` fixes the orbital, the first `simp` expands the sums and discards terms with a zero component, and the second decides the conservation condition and looks up the table entries.

## Roots as atoms, then as rewrite rules

The proof turns on how the irrational numbers are removed. `ring` proves identities of commutative rings and treats `r`, `I` and each cast root as an unknown, so it cannot see that √70·√70 = 70. The remedy has three moves. `ring_nf` brings the expression to a sum of monomials, in which the scattered factors gather into literal powers such as r⁴, i⁴ and (√70)². Then `simp only [roots, I_pow_four]` splits the conjunction `roots` into seven rewrite rules and replaces these powers by numbers. What remains is a linear identity in F0, F2, F4 with rational coefficients, which `ring` closes. Rewriting matches the exponent as written, so the rule for r² does not fire on r⁴, and `roots` states both. The constant `r` is never unfolded in these proofs and stays one symbol until it is rewritten. The theorems for distinct orbitals add `I_sq`, since there i can occur twice.

## Repulsion between distinct orbitals

For xy with yz or zx, conservation reads m1 − m3 = m4 − m2, with the left side in {0, ±4} and the right in {0, ±2}. Only the four direct terms survive, each with prefactor 1/4:

    W = F0 + F2 (−2/7)(1/7) + F4 (1/21)(−4/21) = F0 − 2F2/49 − 4F4/441.

For yz with zx the direct terms give D. The flip (m1,m2,m3,m4) = (1,−1,−1,1) has prefactor

    conj T(yz,1) T(yz,−1) · conj T(zx,−1) T(zx,1) = (r²)(−r²) = −1/4,

and so has its mirror image, so W = D − X/2, which is the same value. The theorem `inter` states it for all a ≠ b. In the nine cases, `absurd rfl hab` removes the three diagonal ones.

```lean
set_option maxHeartbeats 400000 in
/-- The inter-orbital repulsion `⟨ab|V|ab⟩` equals `F0 - 2 F2/49 - 4 F4/441` for every
pair of distinct orbitals. -/
theorem inter {a b : Fin 3} (hab : a ≠ b) :
    W F0 F2 F4 a b a b = (F0 - 2 * F2 / 49 - 4 * F4 / 441 : ℝ) := by
  push_cast
  fin_cases a <;> fin_cases b
  all_goals try exact absurd rfl hab
  all_goals (conv_lhs => simp [W, orb, Fin.sum_univ_five])
  all_goals (conv_lhs => simp [V, mag, c0, c2, c4])
  all_goals try ring_nf
  all_goals try simp only [roots, I_sq, I_pow_four]
  all_goals ring
```

## Exchange

In W(xy,yz,yz,xy) the numbers m1, m4 are ±2 and m2, m3 are ±1. The sums ±3 and ±1 each arise in one way only, so m4 = m1, m3 = m2, the prefactor is 1/4, and the element of V is Σ_k Fk ck(m1,m2)²:

    W = ¼ [2(6F2/49 + 5F4/441) + 2·35F4/441] = 3F2/49 + 20F4/441 = J.

The pair xy, zx gives the same sum. For yz, zx the direct terms have prefactor +1/4 when m1 = m2 and −1/4 when m1 = −m2, so D cancels, and the two flips with +1/4 leave X/2 = J.

```lean
set_option maxHeartbeats 400000 in
/-- The exchange integral `⟨ab|V|ba⟩` equals `J` for every pair of distinct orbitals. -/
theorem exchange {a b : Fin 3} (hab : a ≠ b) : W F0 F2 F4 a b b a = (hundJ F2 F4 : ℝ) := by
  simp only [hundJ]
  push_cast
  fin_cases a <;> fin_cases b
  all_goals try exact absurd rfl hab
  all_goals (conv_lhs => simp [W, orb, Fin.sum_univ_five])
  all_goals (conv_lhs => simp [V, mag, c0, c2, c4])
  all_goals try ring_nf
  all_goals try simp only [roots, I_sq, I_pow_four]
  all_goals ring
```

## Pair hopping

In W(xy,xy,yz,yz) the total m lies in {0, ±4} and in {0, ±2}, so it is zero and four terms remain. The prefactor is

    conj T(xy,2) conj T(xy,−2) T(yz,1) T(yz,−1) = (ir)(−ir)(ir)(ir) = −1/4.

Here the signs of the tables matter. For (2,−2,1,−1) the products are c2(2,1) c2(−1,−2) = −6/49 and c4(2,1) c4(−1,−2) = −5/441, and for (2,−2,−1,1) only c4(2,−1) c4(1,−2) = −35/441 is non-zero. With the two mirror images,

    W = −¼ [−2(6F2/49 + 5F4/441) − 2·35F4/441] = J.

For yz, zx the direct terms have −1/4 when m1 = m2 and +1/4 otherwise, so D cancels and the flips leave X/2 = J. The remaining ordered pairs go the same way, and the proof expands all six.

```lean
set_option maxHeartbeats 400000 in
/-- The pair-hopping integral `⟨aa|V|bb⟩` equals `J` for every pair of distinct orbitals. -/
theorem pair_hopping {a b : Fin 3} (hab : a ≠ b) :
    W F0 F2 F4 a a b b = (hundJ F2 F4 : ℝ) := by
  simp only [hundJ]
  push_cast
  fin_cases a <;> fin_cases b
  all_goals try exact absurd rfl hab
  all_goals (conv_lhs => simp [W, orb, Fin.sum_univ_five])
  all_goals (conv_lhs => simp [V, mag, c0, c2, c4])
  all_goals try ring_nf
  all_goals try simp only [roots, I_sq, I_pow_four]
  all_goals ring
```

## The sixty vanishing elements

The patterns aaaa, abab, abba and aabb account for 3 + 6 + 6 + 6 = 21 of the 81 elements. In the other 60 some orbital occurs an odd number of times. If xy does (40 elements), an odd number of the four m are odd, and conservation fails in every term. Otherwise yz and zx both occur an odd number of times (20 elements). Reversing all four m leaves V unchanged by the second sign rule, while

    T(xy,−m) = −T(xy,m),    T(yz,−m) = T(yz,m),    T(zx,−m) = −T(zx,m).

The prefactor then changes sign, and the terms cancel in pairs. In `other_zero` the hypotheses `h1`, `h2`, `h3` exclude the index patterns of the three delta products. The proof expands each of the 60 elements directly, and the cancellation needs no value of any root.

```lean
set_option maxHeartbeats 400000 in
/-- Every element `⟨ab|V|cd⟩` whose indices are not of the form `abab`, `abba` or `aacc`
vanishes. -/
theorem other_zero {a b c d : Fin 3} (h1 : ¬(a = c ∧ b = d)) (h2 : ¬(a = d ∧ b = c))
    (h3 : ¬(a = b ∧ c = d)) : W F0 F2 F4 a b c d = 0 := by
  fin_cases a <;> fin_cases b <;> fin_cases c <;> fin_cases d
  all_goals try exact absurd ⟨rfl, rfl⟩ h1
  all_goals try exact absurd ⟨rfl, rfl⟩ h2
  all_goals try exact absurd ⟨rfl, rfl⟩ h3
  all_goals (conv_lhs => simp [W, orb, Fin.sum_univ_five])
  all_goals (conv_lhs => simp [V, mag, c0, c2, c4])
  all_goals try ring_nf
```

## The relation U′ = U − 2J

With U′ = W(a,b,a,b) for a ≠ b,

    U − 2J = F0 + (4 − 6)F2/49 + (36 − 40)F4/441 = F0 − 2F2/49 − 4F4/441 = U′.

The theorem states the relation between tensor elements, without the names U and J: W(a,a,b,b) = W(a,b,b,a) and W(a,b,a,b) = W(a,a,a,a) − 2W(a,b,b,a). The proof substitutes the four values and ends with this arithmetic.

```lean
/-- For every pair of distinct orbitals, pair hopping equals exchange and the inter-orbital
repulsion is the intra-orbital repulsion minus twice the exchange, `U' = U - 2J`. -/
theorem inter_eq_intra_sub_two_exchange {a b : Fin 3} (hab : a ≠ b) :
    W F0 F2 F4 a a b b = W F0 F2 F4 a b b a ∧
    W F0 F2 F4 a b a b = W F0 F2 F4 a a a a - 2 * W F0 F2 F4 a b b a := by
  rw [pair_hopping F0 F2 F4 hab, exchange F0 F2 F4 hab, inter F0 F2 F4 hab, intra]
  refine ⟨rfl, ?_⟩
  simp only [hubbardU, hundJ]
  push_cast
  ring
```

The hypothesis `hab : a ≠ b` is needed. Take F0 = F4 = 0 and F2 = 49, so that U = 4, J = 3 and U − 2J = −2. These values are allowed in the Lean statements and are chosen for easy arithmetic. They are not the Slater integrals of any radial function, which satisfy F0 ≥ F2 ≥ F4 > 0. For such integrals U > J > 0, and the failures below occur in the same way. For a = b all the elements above are W(a,a,a,a) = 4 by `intra`. The formula of `inter` would give −2, those of `exchange` and `pair_hopping` would give 3, and the relation between elements would read 4 = 4 − 8. Likewise, without `h3` the statement `other_zero` would cover W(xy,xy,yz,yz), which is 3 for these parameters.

## All 81 components in one formula

Each product of deltas becomes an `if` on a conjunction of index equalities, so δac δbd is the condition `a = c ∧ b = d`. If all four indices agree, the three terms add up to (U − 2J) + J + J = U. If two of the conditions hold at once, all indices agree, so in every other case at most one term is present, and it matches `inter`, `exchange`, `pair_hopping` or, with none present, `other_zero`. The nested `by_cases` make this distinction, and no sum is expanded again.

```lean
/-- The whole tensor on `xy, yz, zx` has the Kanamori form
`⟨ab|V|cd⟩ = (U - 2J) δ_ac δ_bd + J δ_ad δ_bc + J δ_ab δ_cd`. -/
theorem kanamori_form (a b c d : Fin 3) :
    W F0 F2 F4 a b c d =
      (((if a = c ∧ b = d then hubbardU F0 F2 F4 - 2 * hundJ F2 F4 else 0) +
        (if a = d ∧ b = c then hundJ F2 F4 else 0) +
        (if a = b ∧ c = d then hundJ F2 F4 else 0) : ℝ) : ℂ) := by
  by_cases h1 : a = c ∧ b = d
  · by_cases hab : a = b
    · -- all four indices equal: the three terms add up to `U`
      rw [if_pos h1, if_pos (⟨hab.trans h1.2, hab.symm.trans h1.1⟩ : a = d ∧ b = c),
        if_pos (⟨hab, h1.1.symm.trans (hab.trans h1.2)⟩ : a = b ∧ c = d),
        ← h1.1, ← h1.2, ← hab, intra]
      push_cast
      ring
    · have h2 : ¬(a = d ∧ b = c) := fun h => hab (h.1.trans h1.2.symm)
      have h3 : ¬(a = b ∧ c = d) := fun h => hab h.1
      rw [if_pos h1, if_neg h2, if_neg h3, ← h1.1, ← h1.2, inter F0 F2 F4 hab]
      simp only [hubbardU, hundJ]
      push_cast
      ring
  · by_cases h2 : a = d ∧ b = c
    · have hab : a ≠ b := fun h => h1 ⟨h.trans h2.2, h.symm.trans h2.1⟩
      have h3 : ¬(a = b ∧ c = d) := fun h => hab h.1
      rw [if_neg h1, if_pos h2, if_neg h3, ← h2.1, ← h2.2, exchange F0 F2 F4 hab]
      simp
    · by_cases h3 : a = b ∧ c = d
      · have hac : a ≠ c := fun h => h1 ⟨h, h3.1.symm.trans (h.trans h3.2)⟩
        rw [if_neg h1, if_neg h2, if_pos h3, ← h3.1, ← h3.2, pair_hopping F0 F2 F4 hac]
        simp
      · rw [if_neg h1, if_neg h2, if_neg h3, other_zero F0 F2 F4 h1 h2 h3]
        simp

end

end T2gKanamori
```

```lean
#print axioms T2gKanamori.orb_orthonormal
#print axioms T2gKanamori.inter_eq_intra_sub_two_exchange
#print axioms T2gKanamori.kanamori_form
```

```
'T2gKanamori.orb_orthonormal' depends on axioms: [propext, Classical.choice, Quot.sound]
'T2gKanamori.inter_eq_intra_sub_two_exchange' depends on axioms: [propext, Classical.choice, Quot.sound]
'T2gKanamori.kanamori_form' depends on axioms: [propext, Classical.choice, Quot.sound]
```

## Tabulated coefficients, spin and the rest of the shell

The theorems start from the tables and the matrix T, and the integrals for ck and Fk, the identification of the rows of T with real functions and the two sign rules serve above as explanation and are not themselves among the checked statements. The name Kanamori usually refers to a second-quantised Hamiltonian with density, spin-flip and pair-hopping terms. What is established is the form of the spatial tensor from which the coefficients of such a Hamiltonian are read, with no spin, fermion operators or multiplet energies in the statements. The eg orbitals and their coupling to xy, yz, zx are left out. Since F0, F2, F4 are arbitrary, screened values are covered as long as the interaction keeps the spherical three-parameter form of `V`. Orbitals that mix with ligand states, or that have different radial parts, are not described by this tensor.
